# For smooth f, the Murray–Handy–Laming radial integrand has zero derivatives through order four at x = 0, and its fifth derivative there is 240R³f(0)

A trapezoid rule on a finite interval usually has an error proportional to the square of the grid spacing, however smooth the integrand is. The error comes from the ends of the interval, where the first derivative of the integrand is in general not zero. If a radial grid is built by mapping $0\le r<\infty$ onto $0\le x<1$ and nothing is known about the derivatives at $x=0$, one cannot say which power of the spacing governs the error from the nucleus, or how fast it falls as points are added.

For the Murray–Handy–Laming map $r=Rx^2/(1-x)^2$ these derivatives can be computed. Let $f$ be the radial function to be integrated with weight $r^2$, and let $R$ be the length that sets the scale of the grid. If $f$ has five continuous derivatives around $r=0$, the terms of second and fourth order in the spacing vanish at the nuclear end, and the sixth-order term is proportional to $R^3f(0)$.

```lean
import Mathlib

open scoped Nat

namespace MurrayHandyLaming

noncomputable section
```

## The map and the transformed integrand

Take a natural number $p$ and the slightly more general map
$$r(x)=\frac{R\,x^{p+1}}{(1-x)^{p+1}} .$$
The usual case is $p=1$. Writing the exponent as $p+1$ keeps it at least one and makes the exponent of $dr/dx$ simply $p$. The point $x=0$ is the nucleus, and $x\to1$ is infinite distance.

```lean
/-- The radial map `r = R x^m / (1 - x)^m` with `m = p + 1`, for `x ≠ 1`. -/
def mhlRadius (R : ℝ) (p : ℕ) (x : ℝ) : ℝ :=
  R * x ^ (p + 1) / (1 - x) ^ (p + 1)
```

Under this map the integral $\int r^2f(r)\,dr$ acquires the integrand
$$h(x)=(p+1)R^3\,\frac{x^{3p+2}}{(1-x)^{3p+4}}\,f(r(x)),$$
which is written down here and justified by the chain rule below. In Lean, $f$ is any function from the reals to the reals, and `R` is any real number. The physical scale is positive, but no step uses its sign.

```lean
/-- The integrand of `∫ r² f(r) dr` after the radial map with `m = p + 1`, for `x ≠ 1`. -/
def mhlIntegrand (R : ℝ) (p : ℕ) (f : ℝ → ℝ) (x : ℝ) : ℝ :=
  ((p : ℝ) + 1) * R ^ 3 * x ^ (3 * p + 2) / (1 - x) ^ (3 * p + 4) * f (mhlRadius R p x)
```

## What the nuclear end contributes to the trapezoid error

Let $s$ be the grid spacing and $B_n$ the Bernoulli numbers. The Euler–Maclaurin series for the trapezoid sum minus the integral over $[0,1]$ has the terms
$$\frac{B_{2j+2}}{(2j+2)!}\,s^{2j+2}\left[h^{(2j+1)}(1)-h^{(2j+1)}(0)\right],\qquad j=0,1,2,\dots$$
The part that belongs to $x=0$ is therefore
$$-\frac{B_{2j+2}}{(2j+2)!}\,s^{2j+2}\,h^{(2j+1)}(0).$$
Only odd derivatives enter: the first for $j=0$, the third for $j=1$ and the fifth for $j=2$. The Lean code takes this expression as a definition; it does not derive the summation formula or its remainder. `iteratedDeriv n h 0` is the ordinary $n$-th derivative of $h$ at zero.

```lean
/-- The term of order `s^(2j+2)` that the endpoint `x = 0` contributes to the Euler-Maclaurin
series of trapezoid sum minus integral, for an integrand `h` and grid spacing `s`. -/
def leftEndpointTerm (h : ℝ → ℝ) (s : ℝ) (j : ℕ) : ℝ :=
  -(((bernoulli (2 * j + 2) : ℚ) : ℝ) / ((2 * j + 2)! : ℕ) * s ^ (2 * j + 2)
    * iteratedDeriv (2 * j + 1) h 0)
```

## The Jacobian

The quotient rule gives
$$\frac{dr}{dx}=R\,\frac{(p+1)x^p(1-x)^{p+1}+(p+1)x^{p+1}(1-x)^p}{(1-x)^{2p+2}} .$$
Take out the common factor $(p+1)x^p(1-x)^p$. What remains in the numerator is $(1-x)+x=1$, so
$$\frac{dr}{dx}=\frac{(p+1)R\,x^p}{(1-x)^{p+2}} .$$

The proof follows the same route. It differentiates numerator and denominator, applies the quotient rule, and clears the denominators, which are nonzero because $x\ne1$. The final `linear_combination` uses $u=1-x$ to combine the two terms.

```lean
/-- The derivative `dr/dx` of the radial map away from `x = 1`. -/
theorem hasDerivAt_mhlRadius (R : ℝ) (p : ℕ) {x : ℝ} (hx : x ≠ 1) :
    HasDerivAt (mhlRadius R p) (((p : ℝ) + 1) * R * x ^ p / (1 - x) ^ (p + 2)) x := by
  have hne : 1 - x ≠ 0 := sub_ne_zero.mpr (Ne.symm hx)
  have h1 : HasDerivAt (fun y : ℝ => 1 - y) (-1) x := by
    simpa using (hasDerivAt_id x).const_sub 1
  have hnum := (hasDerivAt_pow (p + 1) x).const_mul R
  have hden := h1.fun_pow (p + 1)
  refine (hnum.fun_div hden (pow_ne_zero _ hne)).congr_deriv ?_
  rw [div_eq_div_iff (pow_ne_zero _ (pow_ne_zero _ hne)) (pow_ne_zero _ hne)]
  simp only [Nat.add_sub_cancel]
  push_cast
  -- the two terms of the quotient rule combine through `(1 - x) + x = 1`
  obtain ⟨u, hu⟩ : ∃ u, u = 1 - x := ⟨_, rfl⟩
  rw [← hu]
  linear_combination (((p : ℝ) + 1) * R * x ^ p * u ^ (2 * p + 2)) * hu
```

Multiplying by $r^2$ collects the powers:
$$r^2\frac{dr}{dx}=\frac{R^2x^{2p+2}}{(1-x)^{2p+2}}\cdot\frac{(p+1)R\,x^p}{(1-x)^{p+2}}=(p+1)R^3\frac{x^{3p+2}}{(1-x)^{3p+4}} .$$
This is the prefactor of $h$. The theorem expresses the substitution through antiderivatives: if $F'(r)=r^2f(r)$ at the mapped radius, then $\frac{d}{dx}F(r(x))=h(x)$. It is a pointwise statement for $x\neq1$ and says nothing about the convergence of the integral at large $r$. In the proof, `hJ` is the displayed identity, and `hF.comp` is the chain rule.

```lean
/-- For `x ≠ 1`, if `F` has derivative `r² f(r)` at the mapped radius, then `F(r(x))` has the
transformed integrand as its derivative in `x`. -/
theorem hasDerivAt_comp_mhlRadius (R : ℝ) (p : ℕ) {f F : ℝ → ℝ} {x : ℝ} (hx : x ≠ 1)
    (hF : HasDerivAt F (mhlRadius R p x ^ 2 * f (mhlRadius R p x)) (mhlRadius R p x)) :
    HasDerivAt (fun y => F (mhlRadius R p y)) (mhlIntegrand R p f x) x := by
  refine (hF.comp x (hasDerivAt_mhlRadius R p hx)).congr_deriv ?_
  have hJ : mhlRadius R p x ^ 2 * (((p : ℝ) + 1) * R * x ^ p / (1 - x) ^ (p + 2))
      = ((p : ℝ) + 1) * R ^ 3 * x ^ (3 * p + 2) / (1 - x) ^ (3 * p + 4) := by
    unfold mhlRadius
    generalize 1 - x = u
    ring
  unfold mhlIntegrand
  linear_combination f (mhlRadius R p x) * hJ
```

## Derivatives of a power times a regular function

For the next two lemmas $m$ is an arbitrary exponent, not the exponent of the map. Differentiating a monomial $k$ times, with $k\le m$, gives
$$\frac{d^k}{dx^k}x^m=m(m-1)\cdots(m-k+1)\,x^{m-k}.$$
The product of $k$ falling factors is `m.descFactorial k`. For $k>m$ it contains a zero, so the Lean formula also holds there. The proof is by induction on $k$, one differentiation at a time.

```lean
/-- All derivatives of a monomial. -/
theorem iteratedDeriv_monomial (m k : ℕ) :
    iteratedDeriv k (fun x : ℝ => x ^ m)
      = fun x => (m.descFactorial k : ℝ) * x ^ (m - k) := by
  induction k with
  | zero => simp
  | succ k ih =>
    rw [iteratedDeriv_succ, ih]
    funext x
    rw [((hasDerivAt_pow (m - k) x).const_mul (m.descFactorial k : ℝ)).deriv,
      Nat.descFactorial_succ, Nat.cast_mul, Nat.sub_add_eq]
    ring
```

Now let $g$ be $k$ times continuously differentiable around zero, with $k\le m$. The Leibniz rule at $x=0$ reads
$$\left.\frac{d^k}{dx^k}\,x^mg(x)\right|_{0}=\sum_{i=0}^{k}\binom{k}{i}\,m(m-1)\cdots(m-i+1)\;0^{\,m-i}\;g^{(k-i)}(0).$$
For $i<k$ the exponent $m-i$ is positive and the term is zero. The last term, $i=k$, contains $0^{m-k}$. It vanishes if $k<m$, and if $k=m$ it equals $m!\,g(0)$.

The whole result turns on Mathlib's `iteratedDeriv_mul`, which is this Leibniz rule at a single point. It asks only that both factors be $k$ times continuously differentiable around that point, so the singularity of the map at $x=1$ does no harm. It returns a finite sum in which the first factor carries $i$ derivatives and the second $k-i$. With the monomial as the first factor, the one term that can survive is the last, and `Finset.sum_range_succ` separates exactly that term from the rest. `Finset.sum_eq_zero` then disposes of the others, and `split_ifs` treats $k=m$ and $k<m$. No derivative of $g$ has to be computed, although $g$ will contain a composition whose higher derivatives are unwieldy.

```lean
/-- If `g` is `k` times continuously differentiable around 0 and `k ≤ m`, then the `k`-th derivative
of `x^m g(x)` at 0 is `m! g(0)` for `k = m` and zero for `k < m`. -/
theorem iteratedDeriv_pow_mul_zero {g : ℝ → ℝ} {m k : ℕ} (hg : ContDiffAt ℝ k g 0)
    (hk : k ≤ m) :
    iteratedDeriv k (fun x => x ^ m * g x) 0 = if k = m then (m ! : ℝ) * g 0 else 0 := by
  have hpow : ContDiffAt ℝ k (fun x : ℝ => x ^ m) 0 := contDiffAt_id.pow m
  change iteratedDeriv k ((fun x : ℝ => x ^ m) * g) 0 = _
  -- Leibniz rule: only the term with all derivatives on the monomial can survive
  rw [iteratedDeriv_mul hpow hg]
  simp only [iteratedDeriv_monomial]
  rw [Finset.sum_range_succ, Finset.sum_eq_zero]
  · split_ifs with h
    · subst h
      simp [Nat.descFactorial_self]
    · have h0 : m - k ≠ 0 := by omega
      simp [zero_pow h0]
  · intro i hi
    have hi' := Finset.mem_range.mp hi
    have h0 : m - i ≠ 0 := by omega
    simp [zero_pow h0]
```

## The integrand near the nucleus

Split the integrand as $h(x)=x^{3p+2}g(x)$ with
$$g(x)=\frac{(p+1)R^3}{(1-x)^{3p+4}}\,f(r(x)).$$
At $x=0$ the denominator is one and $r(0)=0$, so $g(0)=(p+1)R^3f(0)$. Around that point $g$ has at least as many continuous derivatives as $f$ has around $r=0$, because the other ingredients are rational functions with nonvanishing denominators. The previous lemma with $m=3p+2$ then gives
$$h^{(k)}(0)=\begin{cases}0,&k<3p+2,\\(3p+2)!\,(p+1)R^3f(0),&k=3p+2.\end{cases}$$

The hypothesis `ContDiffAt ℝ k f 0` stands for the regularity of the radial function at the nucleus. It is two-sided: $f$ must be given by an expression that continues smoothly to small negative $r$, as $e^{-2r}$ does. A nuclear cusp in three dimensions is therefore allowed when the radial function has such a continuation. In the proof, `hr`, `hc` and `hg` build up the regularity of $g$, and `e` is the factorisation.

```lean
/-- Take the map with `m = p + 1`, and let `f` be `k` times continuously differentiable around 0,
with `k ≤ 3p + 2`. The `k`-th derivative of the transformed integrand at `x = 0` is zero for `k < 3p
+ 2` and `(p + 1) R³ (3p + 2)! f(0)` for `k = 3p + 2`. -/
theorem iteratedDeriv_mhlIntegrand (R : ℝ) (p : ℕ) {f : ℝ → ℝ} {k : ℕ}
    (hf : ContDiffAt ℝ k f 0) (hk : k ≤ 3 * p + 2) :
    iteratedDeriv k (mhlIntegrand R p f) 0
      = if k = 3 * p + 2 then ((3 * p + 2)! : ℝ) * (((p : ℝ) + 1) * R ^ 3 * f 0) else 0 := by
  have h0 : mhlRadius R p 0 = 0 := by simp [mhlRadius]
  have h1 : ContDiffAt ℝ k (fun x : ℝ => 1 - x) 0 := contDiffAt_const.sub contDiffAt_id
  have h2 : ContDiffAt ℝ k (fun x : ℝ => R * x ^ (p + 1)) 0 :=
    contDiffAt_const.mul (contDiffAt_id.pow _)
  have hr : ContDiffAt ℝ k (mhlRadius R p) 0 := h2.div (h1.pow _) (by simp)
  have hf' : ContDiffAt ℝ k f (mhlRadius R p 0) := by rw [h0]; exact hf
  have hc : ContDiffAt ℝ k (fun x : ℝ => ((p : ℝ) + 1) * R ^ 3 / (1 - x) ^ (3 * p + 4)) 0 :=
    contDiffAt_const.div (h1.pow _) (by simp)
  have hg : ContDiffAt ℝ k (fun x : ℝ => ((p : ℝ) + 1) * R ^ 3 / (1 - x) ^ (3 * p + 4)
      * f (mhlRadius R p x)) 0 := hc.mul (hf'.comp (0 : ℝ) hr)
  -- split off the power of `x` that comes from the volume element
  have e : mhlIntegrand R p f = fun x => x ^ (3 * p + 2) *
      (((p : ℝ) + 1) * R ^ 3 / (1 - x) ^ (3 * p + 4) * f (mhlRadius R p x)) := by
    funext x
    unfold mhlIntegrand
    generalize f (mhlRadius R p x) = w
    generalize 1 - x = u
    ring
  rw [e, iteratedDeriv_pow_mul_zero hg hk]
  simp [h0]
```

For $p=1$ the leading power is $x^5$ and the prefactor is $2R^3$. The derivatives of orders 0 to 4 vanish, and
$$h^{(5)}(0)=5!\cdot2R^3f(0)=240\,R^3f(0).$$
The theorem writes the integrand out in full, so it can be read without the general definitions. Five continuous derivatives of $f$ suffice; `hs` passes from five to any smaller number.

```lean
/-- If `f` is five times continuously differentiable around 0, the Murray-Handy-Laming integrand has
vanishing derivatives of orders 0 to 4 at `x = 0`, and its fifth derivative there is `240 R³ f(0)`.
-/
theorem murray_handy_laming (R : ℝ) {f : ℝ → ℝ} (hf : ContDiffAt ℝ 5 f 0) :
    (∀ k < 5, iteratedDeriv k
      (fun x => 2 * R ^ 3 * x ^ 5 / (1 - x) ^ 7 * f (R * x ^ 2 / (1 - x) ^ 2)) 0 = 0) ∧
    iteratedDeriv 5
      (fun x => 2 * R ^ 3 * x ^ 5 / (1 - x) ^ 7 * f (R * x ^ 2 / (1 - x) ^ 2)) 0
      = 240 * R ^ 3 * f 0 := by
  have hs : ∀ k : ℕ, k ≤ 5 → ContDiffAt ℝ k f 0 := fun k hk =>
    hf.of_le (by exact_mod_cast hk)
  have e : (fun x => 2 * R ^ 3 * x ^ 5 / (1 - x) ^ 7 * f (R * x ^ 2 / (1 - x) ^ 2))
      = mhlIntegrand R 1 f := by
    funext x
    norm_num [mhlIntegrand, mhlRadius]
  rw [e]
  constructor
  · intro k hk
    rw [iteratedDeriv_mhlIntegrand R 1 (hs k hk.le) (by omega), if_neg (by omega)]
  · rw [iteratedDeriv_mhlIntegrand R 1 (hs 5 le_rfl) (by norm_num), if_pos (by norm_num)]
    have h120 : ((3 * 1 + 2)! : ℝ) = 120 := by norm_num [Nat.factorial]
    rw [h120]
    push_cast
    ring
```

## The sixth-order term

The remaining number is $B_6$. With the convention $B_1=+\tfrac12$, which Mathlib calls `bernoulli'`, the recursion is
$$B_n=1-\sum_{k=0}^{n-1}\binom{n}{k}\frac{B_k}{n-k+1}.$$
Insert $B_0=1$, $B_2=\tfrac16$, $B_4=-\tfrac1{30}$ and $B_3=B_5=0$:
$$B_6=1-\left(\tfrac17+\tfrac12+\tfrac12-\tfrac16\right)=\tfrac1{42}.$$
The two conventions differ only at $n=1$, so the value also holds for `bernoulli`.

```lean
/-- The sixth Bernoulli number is `1/42`. -/
theorem bernoulli_six : bernoulli 6 = 1 / 42 := by
  have h5 : bernoulli' 5 = 0 := by
    norm_num [bernoulli'_def 5, Finset.sum_range_succ, Nat.choose]
  rw [bernoulli_eq_bernoulli'_of_ne_one (by norm_num)]
  norm_num [bernoulli'_def 6, Finset.sum_range_succ, Nat.choose, h5]
```

The terms with $j=0$ and $j=1$ contain $h'(0)$ and $h'''(0)$, and both are zero. The term with $j=2$ is
$$-\frac{1}{42}\cdot\frac{1}{720}\,s^6\cdot240\,R^3f(0)=-\frac{R^3f(0)\,s^6}{126}.$$
It is the first term that can be nonzero, and it too vanishes if $f(0)=0$. The proof takes the three derivatives from `murray_handy_laming` and $B_6$ from `bernoulli_six`, and inserts them into the definition.

```lean
/-- For the Murray-Handy-Laming integrand, with `f` five times continuously differentiable around 0,
the Euler-Maclaurin terms of the endpoint `x = 0` of orders `s²` and `s⁴` vanish, and the term of
order `s⁶` is `-R³ f(0) s⁶ / 126`. -/
theorem leftEndpointTerm_mhl (R s : ℝ) {f : ℝ → ℝ} (hf : ContDiffAt ℝ 5 f 0) :
    let h : ℝ → ℝ := fun x => 2 * R ^ 3 * x ^ 5 / (1 - x) ^ 7 * f (R * x ^ 2 / (1 - x) ^ 2)
    leftEndpointTerm h s 0 = 0 ∧ leftEndpointTerm h s 1 = 0 ∧
      leftEndpointTerm h s 2 = -(R ^ 3 * f 0 * s ^ 6 / 126) := by
  intro h
  obtain ⟨hlow, hfive⟩ := murray_handy_laming R hf
  have h1 : iteratedDeriv 1 h 0 = 0 := hlow 1 (by norm_num)
  have h3 : iteratedDeriv 3 h 0 = 0 := hlow 3 (by norm_num)
  have h5 : iteratedDeriv 5 h 0 = 240 * R ^ 3 * f 0 := hfive
  refine ⟨?_, ?_, ?_⟩
  · change -(_ * iteratedDeriv 1 h 0) = 0
    rw [h1, mul_zero, neg_zero]
  · change -(_ * iteratedDeriv 3 h 0) = 0
    rw [h3, mul_zero, neg_zero]
  · change -(((bernoulli 6 : ℚ) : ℝ) / ((6)! : ℕ) * s ^ 6 * iteratedDeriv 5 h 0) = _
    have h720 : (((6)! : ℕ) : ℝ) = 720 := by norm_num [Nat.factorial]
    rw [h5, bernoulli_six, h720]
    push_cast
    ring

end

end MurrayHandyLaming
```

```lean
#print axioms MurrayHandyLaming.hasDerivAt_comp_mhlRadius
-- 'MurrayHandyLaming.hasDerivAt_comp_mhlRadius' depends on axioms: [propext, Classical.choice, Quot.sound]
#print axioms MurrayHandyLaming.murray_handy_laming
-- 'MurrayHandyLaming.murray_handy_laming' depends on axioms: [propext, Classical.choice, Quot.sound]
#print axioms MurrayHandyLaming.leftEndpointTerm_mhl
-- 'MurrayHandyLaming.leftEndpointTerm_mhl' depends on axioms: [propext, Classical.choice, Quot.sound]
```

## The hydrogen 1s density as an example

In atomic units the normalised 1s density is $e^{-2r}/\pi$. After the angular integration its norm is $\int_0^\infty r^2f(r)\,dr=1$ with $f(r)=4e^{-2r}$. Take $R=1$. The transformed integrand begins as
$$h(x)=\frac{8x^5}{(1-x)^7}\,e^{-2x^2/(1-x)^2}=8x^5+56x^6+\cdots,$$
so its fifth derivative at zero is $120\cdot8=960$, in agreement with $240R^3f(0)$ for $f(0)=4$. The endpoint term is
$$-\frac{4s^6}{126}=-\frac{2s^6}{63}.$$
For $s=1/10$ this is about $-3.2\times10^{-8}$, and for $s=1/20$ about $-5.0\times10^{-10}$, smaller by a factor of 64. These are values of one term in the series, not bounds on the total error, which on a coarse grid can be much larger.

In density functional calculations on atom-centred grids, the result describes how the nuclear end of one radial quadrature responds to the spacing, for a radial function that is regular at the nucleus. The outer end at $x=1$, where the decay of $f$ matters, and the angular grid need separate treatment.
